# No logarithmic Peierls gain for a Fermi point off the Bragg plane, in the linearised two-wave model

Consider independent electrons at zero temperature, with the ions treated as classical particles at rest. In a half-filled chain that dimerises, the new Bragg plane passes through the Fermi point. If $V$ is the coupling that the distortion produces, the electrons gain an energy of order $V^2\log(1/|V|)$. For small $V$ this exceeds any elastic cost proportional to $V^2$, so the chain distorts however stiff it is. If the same estimate is carried over to a doped chain with the same dimerisation, it predicts a distortion at every stiffness, and that prediction is false. Once the Fermi point lies at a distance $p>0$ from the Bragg plane, the gain is at most a constant times $V^2$, and a stiff enough lattice stays stable against this distortion.

The Bragg plane, and with it the period of the distortion, is held fixed throughout. Peierls' argument chooses the period so that the plane meets the Fermi point, and nothing below excludes a distortion with that other period.

```lean
import Mathlib

open Filter Topology Set

namespace PeierlsOffBragg

noncomputable section
```

## Two waves coupled across the Bragg plane

Measure energies from the crossing at the Bragg plane, and choose units in which $\hbar$ and the Fermi velocity are one. A state at distance $q$ below the plane then has energy $-q$, and its Bragg partner has energy $+q$. The distortion couples them by a real number $V$:

$$H=\begin{pmatrix} q & V\\ V & -q\end{pmatrix}.$$

```lean
/-- Two-wave Hamiltonian of a state at distance `q` from the Bragg plane and its Bragg partner,
with linearised dispersion and coupling `V`. -/
def braggHamiltonian (q V : ℝ) : Matrix (Fin 2) (Fin 2) ℝ := !![q, V; V, -q]
```

The first basis vector is the partner and the second is the state that is filled before the distortion. The linear dispersion and the restriction to two waves are idealisations, and electron–electron interaction is left out.

The levels of $H$ are $\pm\sqrt{q^2+V^2}$, as the secular equation will confirm. The filled state moves from $-q$ to $-\sqrt{q^2+V^2}$, so its energy falls by

$$g(q,V)=\sqrt{q^2+V^2}-q .$$

```lean
/-- Energy `√(q² + V²) - q` by which the coupling `V` lowers a filled state at distance
`q ≥ 0` from the Bragg plane. -/
def levelGain (q V : ℝ) : ℝ := √(q ^ 2 + V ^ 2) - q
```

Let the filled states occupy distances from $p$ to $Q$. The Fermi point is at $p$, and $Q$ is the cutoff at the bottom of the linearised band. For $p>0$ this is a chain below half filling. Above half filling, both levels of each pair with $q<p$ are filled and their shifts cancel, so the same range from $p$ to $Q$ remains. With one state per unit of $q$, the total gain is

$$G(V)=\int_p^Q g(q,V)\,dq .$$

```lean
/-- Total electronic gain when the filled states lie at distances from `p` to `Q` from the
Bragg plane. -/
def peierlsGain (p Q V : ℝ) : ℝ := ∫ q in p..Q, levelGain q V
```

The Lean name for $G(V)$ is `peierlsGain p Q V`. At zero temperature and fixed electron number the same range stays filled at every $V$, because in this model the distortion does not change the order of the levels. Factors for spin and density of states are absorbed in the units.

Displacing the ions also costs elastic energy. For small displacements this cost is quadratic in the amplitude, and $V$ is proportional to the amplitude, so the energy of the distorted lattice, measured from that of the undistorted one, is

$$E_{\rm tot}(V)=\tfrac12KV^2-G(V).$$

```lean
/-- Energy of the distorted lattice relative to the undistorted one: elastic cost `K V² / 2` minus
the electronic gain. -/
def distortionEnergy (K p Q V : ℝ) : ℝ := K * V ^ 2 / 2 - peierlsGain p Q V
```

The constant $K$ stands for the spring constant of the distortion divided by the square of the electron–lattice coupling. It is a given number here, and the theorems allow any real value.

## The levels from the secular equation

For a trial energy $E$,

$$\det(H-E)=(q-E)(-q-E)-V^2=E^2-(q^2+V^2),$$

which vanishes exactly when $E=\pm\sqrt{q^2+V^2}=\pm(q+g)$.

```lean
/-- The energy levels of the two-wave Hamiltonian, as roots of its secular equation, are
`q + levelGain q V` and its negative. -/
theorem secular_equation (q V E : ℝ) :
    (braggHamiltonian q V - E • (1 : Matrix (Fin 2) (Fin 2) ℝ)).det = 0 ↔
      E = q + levelGain q V ∨ E = -(q + levelGain q V) := by
  have hg : q + levelGain q V = √(q ^ 2 + V ^ 2) := by
    unfold levelGain
    ring
  have hs : √(q ^ 2 + V ^ 2) ^ 2 = q ^ 2 + V ^ 2 := Real.sq_sqrt (by positivity)
  have hdet : (braggHamiltonian q V - E • (1 : Matrix (Fin 2) (Fin 2) ℝ)).det
      = E ^ 2 - √(q ^ 2 + V ^ 2) ^ 2 := by
    rw [hs, Matrix.det_fin_two]
    simp [braggHamiltonian]
    ring
  rw [hdet, hg, sub_eq_zero, sq_eq_sq_iff_eq_or_eq_neg]
```

The statement holds for all real $q$, $V$ and $E$, and it ties `levelGain` to the Hamiltonian. In the proof, `hdet` computes the determinant and writes it as a difference of two squares. The last line uses the fact that two squares are equal exactly when their bases agree up to sign.

## One state gains at most the second-order value

Let $q>0$. Second-order perturbation theory gives the gain $V^2/(2q)$, because the two unperturbed levels are $2q$ apart. This value is an upper bound at every $V$:

$$\Bigl(q+\frac{V^2}{2q}\Bigr)^2=q^2+V^2+\frac{V^4}{4q^2}\ \ge\ q^2+V^2 .$$

The base on the left is positive, so taking roots gives $\sqrt{q^2+V^2}\le q+V^2/(2q)$, which is $g\le V^2/(2q)$.

```lean
/-- Away from the Bragg plane, `q > 0`, the gain of a single state is at most the second-order
perturbation value `V² / (2q)`. -/
theorem levelGain_le {q : ℝ} (hq : 0 < q) (V : ℝ) :
    levelGain q V ≤ V ^ 2 / 2 * q⁻¹ := by
  have ht : V ^ 2 / 2 * q⁻¹ * q = V ^ 2 / 2 := by
    rw [mul_assoc, inv_mul_cancel₀ hq.ne', mul_one]
  have h : √(q ^ 2 + V ^ 2) ≤ q + V ^ 2 / 2 * q⁻¹ :=
    Real.sqrt_le_iff.mpr ⟨by positivity, by nlinarith [sq_nonneg (V ^ 2 / 2 * q⁻¹)]⟩
  unfold levelGain
  linarith
```

The code writes $V^2/(2q)$ as `V ^ 2 / 2 * q⁻¹`. The lemma `Real.sqrt_le_iff` reduces the bound on the root to the inequality between squares. There `ht` supplies the cross term, and `nlinarith` uses that $V^4/(4q^2)$ is a square.

For a lower bound, square $g+q=\sqrt{q^2+V^2}$ to obtain $g^2+2qg=V^2$, and solve for the linear term:

$$g=\frac{V^2}{2q}-\frac{g^2}{2q}.$$

Since $0\le g\le V^2/(2q)$, we have $g^2\le V^4/(4q^2)$, and therefore

$$g\ \ge\ \frac{V^2}{2q}-\frac{V^4}{8q^3}=\frac{V^2}{2q}\Bigl(1-\frac{V^2}{4q^2}\Bigr).$$

```lean
/-- For `q > 0` the gain of a single state falls short of the second-order value by at most
the relative amount `V² / (4q²)`. -/
theorem le_levelGain {q : ℝ} (hq : 0 < q) (V : ℝ) :
    V ^ 2 / 2 * q⁻¹ * (1 - V ^ 2 / (4 * q ^ 2)) ≤ levelGain q V := by
  have hu : q * q⁻¹ = 1 := mul_inv_cancel₀ hq.ne'
  have hs : √(q ^ 2 + V ^ 2) ^ 2 = q ^ 2 + V ^ 2 := Real.sq_sqrt (by positivity)
  have h0 : 0 ≤ levelGain q V :=
    sub_nonneg.mpr (Real.le_sqrt_of_sq_le (by nlinarith [sq_nonneg V]))
  have h1 : levelGain q V ^ 2 ≤ (V ^ 2 / 2 * q⁻¹) ^ 2 :=
    pow_le_pow_left₀ h0 (levelGain_le hq V) 2
  have h2 := mul_le_mul_of_nonneg_right h1 (inv_pos.mpr hq).le
  -- the gain g obeys g² + 2qg = V²
  have h3 : V ^ 2 / 2 * q⁻¹ - levelGain q V ^ 2 * q⁻¹ / 2 = levelGain q V := by
    unfold levelGain
    linear_combination (-(q⁻¹ / 2)) * hs + (√(q ^ 2 + V ^ 2) - q) * hu
  have h4 : V ^ 2 / 2 * q⁻¹ * (1 - V ^ 2 / (4 * q ^ 2))
      = V ^ 2 / 2 * q⁻¹ - (V ^ 2 / 2 * q⁻¹) ^ 2 * q⁻¹ / 2 := by
    ring
  linarith
```

Here `h0` and `h1` give $0\le g$ and the bound on $g^2$, `h3` is the equation solved for $g$, and `h4` expands the claimed lower bound. The final `linarith` combines them. For $|V|\ge 2q$ the lower bound is zero or negative and carries no information.

## The logarithm of $Q/p$ from the integral

Now let $0<p\le Q$. Every $q$ in $[p,Q]$ is positive, so both bounds hold across the whole range. From $q\ge p$ it also follows that $1-V^2/(4q^2)\ge 1-V^2/(4p^2)$. With $\int_p^Q dq/q=\log(Q/p)$, integration gives

$$\frac{V^2}{2}\Bigl(1-\frac{V^2}{4p^2}\Bigr)\log\frac Qp\ \le\ G(V)\ \le\ \frac{V^2}{2}\log\frac Qp .$$

```lean
/-- With the Fermi point at distance `p > 0` from the Bragg plane and the cutoff at `Q ≥ p`, the
total gain lies between `(V²/2) (1 - V²/(4p²)) log (Q/p)` and `(V²/2) log (Q/p)`. -/
theorem peierlsGain_bounds {p Q : ℝ} (hp : 0 < p) (hpQ : p ≤ Q) (V : ℝ) :
    V ^ 2 / 2 * (1 - V ^ 2 / (4 * p ^ 2)) * Real.log (Q / p) ≤ peierlsGain p Q V ∧
      peierlsGain p Q V ≤ V ^ 2 / 2 * Real.log (Q / p) := by
  have hc : Continuous fun q : ℝ => levelGain q V := by
    unfold levelGain
    fun_prop
  have hinv : ContinuousOn (fun q : ℝ => q⁻¹) (Icc p Q) :=
    continuousOn_id.inv₀ fun q hq => (hp.trans_le hq.1).ne'
  have hint (c : ℝ) : IntervalIntegrable (fun q : ℝ => c * q⁻¹) MeasureTheory.volume p Q :=
    (continuousOn_const.mul hinv).intervalIntegrable_of_Icc hpQ
  have hlog (c : ℝ) : ∫ q in p..Q, c * q⁻¹ = c * Real.log (Q / p) := by
    rw [intervalIntegral.integral_const_mul, integral_inv_of_pos hp (hp.trans_le hpQ)]
  -- integrate the two bounds for single states
  constructor
  · rw [← hlog]
    refine intervalIntegral.integral_mono_on hpQ (hint _) (hc.intervalIntegrable _ _) ?_
    intro q hq
    have hq0 : 0 < q := hp.trans_le hq.1
    have hpq : p ≤ q := hq.1
    have h1 : V ^ 2 / (4 * q ^ 2) ≤ V ^ 2 / (4 * p ^ 2) := by gcongr
    have h2 : 0 ≤ V ^ 2 / 2 * q⁻¹ := by positivity
    have h3 := mul_le_mul_of_nonneg_left h1 h2
    have h4 := le_levelGain hq0 V
    linarith
  · rw [← hlog]
    exact intervalIntegral.integral_mono_on hpQ (hc.intervalIntegrable _ _) (hint _)
      fun q hq => levelGain_le (hp.trans_le hq.1) V
```

The theorem states the two inequalities as a conjunction, for every real $V$. In the proof, `hlog` evaluates the integral of a multiple of $1/q$, and `intervalIntegral.integral_mono_on` carries an inequality between integrands over to the integrals. The first bullet also replaces $q$ by $p$ in the correction factor, in the step `h1`. When $p=Q$ all three members are zero.

## Weak coupling: a quadratic gain

For $V\ne0$, divide by $V^2$:

$$\frac12\Bigl(1-\frac{V^2}{4p^2}\Bigr)\log\frac Qp\ \le\ \frac{G(V)}{V^2}\ \le\ \frac12\log\frac Qp .$$

The left side tends to the right side as $V\to0$, so $G(V)/V^2\to\frac12\log(Q/p)$.

```lean
/-- With the Fermi point at distance `p > 0` from the Bragg plane and the cutoff at `Q ≥ p`, the
gain is quadratic for weak coupling: divided by `V²` it tends to `log (Q/p) / 2`. -/
theorem peierlsGain_div_sq_tendsto {p Q : ℝ} (hp : 0 < p) (hpQ : p ≤ Q) :
    Tendsto (fun V => peierlsGain p Q V / V ^ 2) (𝓝[≠] 0) (𝓝 (Real.log (Q / p) / 2)) := by
  have hcont : Continuous fun V : ℝ =>
      Real.log (Q / p) / 2 * (1 - V ^ 2 / (4 * p ^ 2)) := by fun_prop
  have hlow := (hcont.tendsto' 0 (Real.log (Q / p) / 2) (by simp)).mono_left
    (nhdsWithin_le_nhds (s := {0}ᶜ))
  refine tendsto_of_tendsto_of_tendsto_of_le_of_le' hlow tendsto_const_nhds ?_ ?_
  · filter_upwards [self_mem_nhdsWithin] with V hV
    have hV2 : 0 < V ^ 2 := pow_pos_of_ne hV
    rw [le_div_iff₀ hV2]
    linarith [(peierlsGain_bounds hp hpQ V).1]
  · filter_upwards [self_mem_nhdsWithin] with V hV
    have hV2 : 0 < V ^ 2 := pow_pos_of_ne hV
    rw [div_le_iff₀ hV2]
    linarith [(peierlsGain_bounds hp hpQ V).2]
where
  pow_pos_of_ne {V : ℝ} (hV : V ≠ 0) : 0 < V ^ 2 := by positivity
```

The filter `𝓝[≠] 0` says that $V$ approaches zero from either side without being equal to it. The limit of the left side is `hlow`, obtained from continuity. The squeeze lemma then leaves two inequalities, and each follows from `peierlsGain_bounds` after multiplication by $V^2>0$.

The comparison with the half-filled estimate is now a product of two limits:

$$\frac{G(V)}{V^2\log(1/|V|)}=\frac{G(V)}{V^2}\cdot\frac1{\log(1/|V|)}\ \longrightarrow\ \frac12\log\frac Qp\cdot 0=0 .$$

```lean
/-- With the cutoff at `Q ≥ p`, a Fermi point at distance `p > 0` from the Bragg plane removes the
logarithmic Peierls gain: the gain is negligible against `V² log (1/|V|)` as `V` tends to zero. -/
theorem no_logarithmic_gain {p Q : ℝ} (hp : 0 < p) (hpQ : p ≤ Q) :
    Tendsto (fun V => peierlsGain p Q V / (V ^ 2 * Real.log (1 / |V|))) (𝓝[≠] 0) (𝓝 0) := by
  have hlog : Tendsto (fun V : ℝ => (-Real.log V)⁻¹) (𝓝[≠] 0) (𝓝 0) :=
    tendsto_inv_atTop_zero.comp (tendsto_neg_atBot_atTop.comp Real.tendsto_log_nhdsNE_zero)
  have h := (peierlsGain_div_sq_tendsto hp hpQ).mul hlog
  rw [mul_zero] at h
  refine h.congr fun V => ?_
  rw [one_div, Real.log_inv, Real.log_abs, div_mul_eq_div_div, div_eq_mul_inv _ (-Real.log V)]
```

The limit of the second factor is `hlog`. It is written with `-Real.log V`, which equals $\log(1/|V|)$ for negative $V$ as well, because Mathlib's logarithm depends only on $|V|$.

The hypothesis $p>0$ cannot be weakened to $p\ge0$, as a short estimate by hand shows. Take $p=0$, $Q=1$ and $0<|V|<1$. For $q\ge|V|$ we have $\sqrt{q^2+V^2}\le\sqrt2\,q$, so

$$g=\frac{V^2}{\sqrt{q^2+V^2}+q}\ \ge\ \frac{V^2}{(1+\sqrt2)\,q}.$$

Integrating from $|V|$ to $1$ gives $G(V)\ge V^2\log(1/|V|)/(1+\sqrt2)$. The quotient above then stays at or above $0.41$ and does not tend to zero.

## The stiffness at which the undistorted lattice becomes stable

At $V=0$ both bounds on the gain are zero, so $E_{\rm tot}(0)=0$. If $K\ge\log(Q/p)$, the upper bound gives

$$E_{\rm tot}(V)\ \ge\ \frac{V^2}{2}\Bigl(K-\log\frac Qp\Bigr)\ \ge\ 0$$

for every $V$. Conversely, suppose $E_{\rm tot}(V)\ge0$ for every $V$. Then $G(V)/V^2\le K/2$ for $V\neq0$, and in the limit $V\to0$ this becomes $\frac12\log(Q/p)\le K/2$. Hence no distortion lowers the energy exactly when $K\ge\log(Q/p)$.

```lean
/-- With the Fermi point at distance `p > 0` from the Bragg plane and the cutoff at `Q ≥ p`, the
undistorted lattice has the lowest energy among all `V` exactly when the stiffness `K` is at least
`log (Q/p)`. -/
theorem undistorted_stable_iff {p Q : ℝ} (hp : 0 < p) (hpQ : p ≤ Q) (K : ℝ) :
    (∀ V, distortionEnergy K p Q 0 ≤ distortionEnergy K p Q V) ↔ Real.log (Q / p) ≤ K := by
  have hG : peierlsGain p Q 0 = 0 :=
    le_antisymm (by simpa using (peierlsGain_bounds hp hpQ 0).2)
      (by simpa using (peierlsGain_bounds hp hpQ 0).1)
  have h0 : distortionEnergy K p Q 0 = 0 := by simp [distortionEnergy, hG]
  rw [h0]
  constructor
  · intro h
    -- stability bounds the gain per V², hence also its weak-coupling limit
    have hK : Real.log (Q / p) / 2 ≤ K / 2 := by
      refine le_of_tendsto (peierlsGain_div_sq_tendsto hp hpQ) ?_
      filter_upwards [self_mem_nhdsWithin] with V hV
      have hV0 : V ≠ 0 := hV
      have hV2 : 0 < V ^ 2 := by positivity
      have hE := h V
      unfold distortionEnergy at hE
      rw [div_le_iff₀ hV2]
      linarith
    linarith
  · intro hK V
    have h1 := (peierlsGain_bounds hp hpQ V).2
    have h2 := mul_le_mul_of_nonneg_left hK (by positivity : 0 ≤ V ^ 2 / 2)
    unfold distortionEnergy
    linarith

end

end PeierlsOffBragg
```

```lean
#print axioms PeierlsOffBragg.secular_equation
#print axioms PeierlsOffBragg.no_logarithmic_gain
#print axioms PeierlsOffBragg.undistorted_stable_iff
```

```
'PeierlsOffBragg.secular_equation' depends on axioms: [propext, Classical.choice, Quot.sound]
'PeierlsOffBragg.no_logarithmic_gain' depends on axioms: [propext, Classical.choice, Quot.sound]
'PeierlsOffBragg.undistorted_stable_iff' depends on axioms: [propext, Classical.choice, Quot.sound]
```

The left side of the equivalence says that $V=0$ is a minimiser over all real $V$, though not necessarily the only one. When $p=Q$ and $K=0$, for instance, every $V$ has the same energy. The first half of the proof passes to the limit with `le_of_tendsto`, and the second half uses only the upper bound on the gain.

Losing the logarithm therefore does not rule out the instability. When $p<Q$, a lattice with $0<K<\log(Q/p)$ still lowers its energy by distorting. The threshold grows without bound as $p\to0$, which agrees with the half-filled chain being unstable at every stiffness.

## The curvature in a frozen-phonon calculation

A frozen-phonon calculation displaces the ions by small amplitudes along the distortion pattern, computes the total energy at each amplitude, and obtains the force constant from the curvature. In this non-interacting, linearised model $V$ is proportional to the amplitude, and the weak-coupling limit gives

$$\frac{E_{\rm tot}(V)}{V^2}\ \longrightarrow\ \frac12\Bigl(K-\log\frac Qp\Bigr).$$

The electrons lower the force constant, taken with respect to $V$, from $K$ to $K-\log(Q/p)$, which is a finite reduction.

Take $Q=1$ and $p=0.1$, so that $\log(Q/p)\approx2.303$. At $V=0.02$ the correction $V^2/(4p^2)$ is $0.01$, and the gain lies between $4.559\times10^{-4}$ and $4.606\times10^{-4}$. For $K=3$ the elastic cost is $6\times10^{-4}$, and the distortion raises the energy by about $1.4\times10^{-4}$. For $K=2$ the cost is $4\times10^{-4}$, and the distortion lowers the energy by about $0.6\times10^{-4}$. At this amplitude the gain is within one per cent of its quadratic form. Once $|V|$ reaches $2p=0.2$, the lower bound no longer guarantees anything about how close the two are.
